# The convex envelope of a differentiable free energy has a continuous slope inside the composition interval

## Can the chemical potential jump at the edge of a miscibility gap?

A binary alloy at fixed temperature and pressure has a molar free energy $f(x)$ with two wells, where $x$ is the mole fraction of one component. Over a range of compositions around the hump it separates into two phases, and there I replace $f$ by the straight tie line. The equilibrium curve is then glued together from curved and straight parts. What stops its slope, and with it the chemical potential, from jumping at a joint? Convex hulls of computed compound energies have corners at stable compounds, so convexity alone can't be the reason.

## There is no jump if the free energy is differentiable

Convexity alone does allow corners. They are excluded here by the differentiability of $f$ together with the fact that the equilibrium curve is the highest convex curve below $f$.

Let $f$ be continuous on $[a,b]$ and differentiable on $(a,b)$, and let $g$ be its greatest convex minorant: $g$ is convex, $g\le f$, and every convex $h\le f$ satisfies $h\le g$. Then $g$ is differentiable on $(a,b)$, $g'$ is continuous there, and $g'(x)=f'(x)$ wherever $g(x)=f(x)$. "Chemical potential" here means the slope $g'$, which for a binary mixture is the difference of the two components' chemical potentials.

**Existence.** Since $f$ is continuous on a closed interval, it has a lower bound $c$, and the constant $c$ is a convex minorant. Let $g(y)$ be the supremum of $h(y)$ over all convex minorants $h$; it is at most $f(y)$. For weights $s,t\ge0$ with $s+t=1$, each $h$ obeys
$$h(su+tv)\le s\,h(u)+t\,h(v)\le s\,g(u)+t\,g(v),$$
and the supremum over $h$ shows that $g$ is convex.

**Contact points.** Say that a slope $m$ supports $g$ at $x$ if $g(x)+m(y-x)\le g(y)$ for all $y\in[a,b]$. If $x$ is interior and $g(x)=f(x)$, then
$$f(y)-m(y-x)\ge g(y)-m(y-x)\ge g(x)=f(x).$$
The left side is therefore minimal at $y=x$, so $f'(x)-m=0$.

**Points below the curve.** Let $g(x)<f(x)$ and suppose that two slopes $p<q$ support $g$ at $x$. With $\bar m=(p+q)/2$, the two lines together give
$$g(y)\ge g(x)+\bar m(y-x)+\tfrac{q-p}{2}|y-x|.$$
By continuity of $f$ at $x$ there is a $\delta>0$ such that $f(y)-g(x)-\bar m(y-x)>\tfrac12(f(x)-g(x))$ for $|y-x|<\delta$. Set
$$\varepsilon=\min\left\{\tfrac12(f(x)-g(x)),\ \tfrac12(q-p)\delta\right\}>0.$$
The line $g(x)+\varepsilon+\bar m(y-x)$ lies below $f$ near $x$ by continuity, and farther away by the previous inequality. It is convex, so it lies below $g$; at $y=x$ this reads $g(x)+\varepsilon\le g(x)$, a contradiction.

It is easy to go wrong here by raising one of the two supporting lines instead of the mean one. On one side of $x$ that line may run along $g$ to a point where $g$ touches $f$, and then it can't be raised at all.

**Differentiability.** At an interior point a convex function has one-sided derivatives $g'_-(x)\le g'_+(x)$. Chords to the right of $x$ have slope at least $g'_+(x)$, and chords to the left have slope at most $g'_-(x)$. Both numbers therefore support $g$ at $x$, and by the two previous steps they are equal.

**Continuity of the slope.** Let $u>g'(x)$. Some $y>x$ has $(g(y)-g(x))/(y-x)<u$. For $z$ close to $x$ the chord from $z$ to $y$ still has slope below $u$, and the tangent at $z$ lies below $g$, so
$$g'(z)\le\frac{g(y)-g(z)}{y-z}<u.$$
A chord to the left gives the lower bound in the same way.

**The tie line.** If $g$ touches $f$ at interior points $x<y$ and is straight with slope $\mu$ between them, then $g'=\mu$ at both ends, hence $f'(x)=f'(y)=\mu$. The line also passes through both points of the graph of $f$, so it is the common tangent.

### What the Lean statements say

`IsGreatestConvexMinorant f g a b` lists the three defining properties of $g$. The functions are defined on all of `ℝ`, but this definition constrains `g` only on `Icc a b`, the closed interval. `Supports g a b x m` is the supporting-slope condition.

`smooth_convex_envelope` takes such a `g` and assumes that `f` is differentiable on `Ioo a b`, the open interval. Physically, this describes one homogeneous phase whose chemical-potential difference $f'$ is well defined and finite at every interior composition. The lower of two such curves, for phases of different crystal structure, can have a kink where they cross, so the theorem as stated doesn't cover it. The envelope still has no corner there. If $g$ touched the two curves at such a crossing, the contact argument, applied to each curve, would make a supporting slope of $g$ equal to two different numbers. So $g$ lies strictly below the kink, and there the argument for points below the curve needs only continuity of $f$. The slope may diverge at the pure components, as it does with ideal mixing entropy, and nothing is claimed about the slope of `g` there. Continuity up to the end points enters only through `exists_greatestConvexMinorant`. No theorem needs $a<b$; otherwise the open interval is empty and the smoothness claim is vacuous.

Differentiability of `g` is a separate conclusion because Lean's `deriv` returns zero where no derivative exists.

`common_tangent` assumes the straight segment and does not derive it. `kink_of_abs` treats $|x|$ on $[-1,1]$, with $x=2c-1$ for a mole fraction $c$: the envelope has a corner at $0$, so continuity of `f` plus differentiability at all but one point is not enough.

The step from this model to an alloy is the identification of $g$ with the equilibrium free energy, which neglects interfacial and coherency-strain energy.

```lean
import Mathlib

open Set Filter Topology

namespace SmoothConvexEnvelope

variable {f g : ℝ → ℝ} {a b x : ℝ}

/-- `g` is the greatest convex minorant of the free energy `f` on `[a, b]`: it is convex, lies
below `f`, and lies above every other convex function below `f`. -/
structure IsGreatestConvexMinorant (f g : ℝ → ℝ) (a b : ℝ) : Prop where
  convex : ConvexOn ℝ (Icc a b) g
  below : ∀ y ∈ Icc a b, g y ≤ f y
  greatest : ∀ h : ℝ → ℝ, ConvexOn ℝ (Icc a b) h → (∀ y ∈ Icc a b, h y ≤ f y) →
    ∀ y ∈ Icc a b, h y ≤ g y

/-- The line of slope `m` through the point of the graph of `g` at `x` lies below `g` on
`[a, b]`. -/
def Supports (g : ℝ → ℝ) (a b x m : ℝ) : Prop :=
  ∀ y ∈ Icc a b, g x + m * (y - x) ≤ g y

/-- Every continuous free energy on `[a, b]` has a greatest convex minorant. -/
theorem exists_greatestConvexMinorant (hf : ContinuousOn f (Icc a b)) :
    ∃ g, IsGreatestConvexMinorant f g a b := by
  obtain ⟨c, hc⟩ := isCompact_Icc.bddBelow_image hf
  -- the values at `y` of all convex minorants
  let S : ℝ → Set ℝ := fun y => {v | ∃ h : ℝ → ℝ, ConvexOn ℝ (Icc a b) h ∧
    (∀ z ∈ Icc a b, h z ≤ f z) ∧ h y = v}
  have hne : ∀ y, (S y).Nonempty := fun y =>
    ⟨c, fun _ => c, convexOn_const c (convex_Icc a b),
      fun z hz => hc (mem_image_of_mem f hz), rfl⟩
  have hbd : ∀ y ∈ Icc a b, BddAbove (S y) := by
    intro y hy
    refine ⟨f y, ?_⟩
    rintro _ ⟨h, _, hl, rfl⟩
    exact hl y hy
  refine ⟨fun y => sSup (S y), ⟨convex_Icc a b, ?_⟩, ?_, ?_⟩
  · intro u hu v hv s t hs ht hst
    refine csSup_le (hne _) ?_
    rintro _ ⟨h, hh, hl, rfl⟩
    have h1 : h u ≤ sSup (S u) := le_csSup (hbd u hu) ⟨h, hh, hl, rfl⟩
    have h2 : h v ≤ sSup (S v) := le_csSup (hbd v hv) ⟨h, hh, hl, rfl⟩
    have h3 := hh.2 hu hv hs ht hst
    simp only [smul_eq_mul] at h3 ⊢
    linarith [mul_le_mul_of_nonneg_left h1 hs, mul_le_mul_of_nonneg_left h2 ht]
  · intro y hy
    refine csSup_le (hne y) ?_
    rintro _ ⟨h, _, hl, rfl⟩
    exact hl y hy
  · intro h hh hl y hy
    exact le_csSup (hbd y hy) ⟨h, hh, hl, rfl⟩

/-- Where a function `g` below `f` touches `f` at an interior composition at which `f` is
differentiable, every supporting line of `g` has the slope of `f`. -/
theorem slope_at_contact (hgf : ∀ y ∈ Icc a b, g y ≤ f y) (hx : x ∈ Ioo a b)
    (hd : DifferentiableAt ℝ f x) (hxc : g x = f x) {m : ℝ} (hm : Supports g a b x m) :
    m = deriv f x := by
  -- `f` minus the supporting line has a minimum at `x`
  have hmin : IsLocalMin (fun y => f y - m * (y - x)) x := by
    filter_upwards [Icc_mem_nhds hx.1 hx.2] with y hy
    have h1 := hm y hy
    have h2 := hgf y hy
    simp only [sub_self, mul_zero]
    linarith
  have h := hmin.hasDerivAt_eq_zero
    (hd.hasDerivAt.fun_sub (((hasDerivAt_id' x).sub_const x).const_mul m))
  linarith

/-- Where the greatest convex minorant lies strictly below `f` and `f` is continuous, it has at
most one supporting slope. -/
theorem slope_unique_off_contact (hg : IsGreatestConvexMinorant f g a b) (hx : x ∈ Icc a b)
    (hf : ContinuousAt f x) (hlt : g x < f x) {m n : ℝ}
    (hm : Supports g a b x m) (hn : Supports g a b x n) : m = n := by
  have key : ∀ p q, Supports g a b x p → Supports g a b x q → q ≤ p := by
    intro p q hp hq
    by_contra hcon
    have hpq : p < q := not_le.1 hcon
    have hc : ContinuousAt (fun y => f y - g x - (p + q) / 2 * (y - x)) x :=
      (hf.sub continuousAt_const).sub (by fun_prop)
    have hpos := (tendsto_order.1 hc.tendsto).1 ((f x - g x) / 2)
      (by simp only [sub_self, mul_zero]; linarith)
    obtain ⟨δ, hδ, hball⟩ := Metric.eventually_nhds_iff.1 hpos
    obtain ⟨ε, hε, hε1, hε2⟩ : ∃ ε : ℝ, 0 < ε ∧ ε ≤ (f x - g x) / 2 ∧ ε ≤ (q - p) / 2 * δ :=
      ⟨min ((f x - g x) / 2) ((q - p) / 2 * δ),
        lt_min (by linarith) (mul_pos (by linarith) hδ), min_le_left _ _, min_le_right _ _⟩
    -- the line of mean slope, raised by `ε`, is still a convex minorant of `f`
    have h := hg.greatest (fun y => g x + ε + (p + q) / 2 * (y - x))
      ⟨convex_Icc a b, fun u _ v _ s t _ _ hst => le_of_eq (by
        simp only [smul_eq_mul]
        linear_combination (-(g x + ε - (p + q) / 2 * x)) * hst)⟩
      (fun y hy => by
        by_cases hyd : dist y x < δ
        · have := hball hyd
          linarith
        · have hfar : δ ≤ |y - x| := by
            rw [← Real.dist_eq]
            exact not_lt.1 hyd
          have h1 := hp y hy
          have h2 := hq y hy
          have h3 := hg.below y hy
          have h4 := mul_le_mul_of_nonneg_left hfar (show 0 ≤ (q - p) / 2 by linarith)
          rcases le_total x y with hxy | hxy
          · rw [abs_of_nonneg (sub_nonneg.2 hxy)] at h4
            nlinarith
          · rw [abs_of_nonpos (sub_nonpos.2 hxy)] at h4
            nlinarith) x hx
    simp only [sub_self, mul_zero] at h
    linarith
  exact le_antisymm (key n m hn hm) (key m n hm hn)

/-- For a convex function, every slope between the left and the right derivative at `x` is a
supporting slope. -/
theorem supports_of_between (hc : ConvexOn ℝ (Icc a b) g) (hx : x ∈ Icc a b) {p q m : ℝ}
    (hq : HasDerivWithinAt g q (Iio x) x) (hp : HasDerivWithinAt g p (Ioi x) x)
    (hqm : q ≤ m) (hmp : m ≤ p) : Supports g a b x m := by
  intro y hy
  rcases lt_trichotomy y x with h | h | h
  · have h1 := hc.slope_le_of_hasDerivWithinAt_Iio hy hx h hq
    rw [slope_def_field, div_le_iff₀ (sub_pos.2 h)] at h1
    nlinarith [mul_le_mul_of_nonneg_right hqm (sub_nonneg.2 h.le)]
  · simp [h]
  · have h1 := hc.le_slope_of_hasDerivWithinAt_Ioi hx hy h hp
    rw [slope_def_field, le_div_iff₀ (sub_pos.2 h)] at h1
    nlinarith [mul_le_mul_of_nonneg_right hmp (sub_nonneg.2 h.le)]

/-- A convex function on `[a, b]` that is differentiable on `(a, b)` has a continuous derivative
there. -/
theorem continuousOn_deriv_of_convex (hc : ConvexOn ℝ (Icc a b) g)
    (hd : ∀ z ∈ Ioo a b, DifferentiableAt ℝ g z) : ContinuousOn (deriv g) (Ioo a b) := by
  have hS : ∀ z ∈ Ioo a b, Supports g a b z (deriv g z) := fun z hz =>
    supports_of_between hc (Ioo_subset_Icc_self hz) (hd z hz).hasDerivAt.hasDerivWithinAt
      (hd z hz).hasDerivAt.hasDerivWithinAt le_rfl le_rfl
  intro x hx
  apply ContinuousAt.continuousWithinAt
  have hs := hasDerivAt_iff_tendsto_slope.1 (hd x hx).hasDerivAt
  have hq : ∀ y, y ≠ x → ContinuousAt (fun z => (g y - g z) / (y - z)) x := fun y hy =>
    ContinuousAt.div (continuousAt_const.sub (hd x hx).continuousAt) (by fun_prop)
      (sub_ne_zero.2 hy)
  refine tendsto_order.2 ⟨fun l hl => ?_, fun u hu => ?_⟩
  · -- a chord to the left bounds the nearby tangents from below
    have h1 := (tendsto_order.1 (hs.mono_left (nhdsWithin_mono x
      (show Iio x ⊆ {x}ᶜ from fun y hy => (mem_Iio.1 hy).ne)))).1 l hl
    have h2 : ∀ᶠ y in 𝓝[<] x, y ∈ Ioo a x := Ioo_mem_nhdsLT hx.1
    obtain ⟨y, hyl, hy⟩ := (h1.and h2).exists
    rw [slope_def_field] at hyl
    filter_upwards [(tendsto_order.1 (hq y hy.2.ne).tendsto).1 l hyl,
      Ioo_mem_nhds hy.2 hx.2] with z hz hzI
    rw [lt_div_iff_of_neg (sub_neg.2 hzI.1)] at hz
    have h3 := hS z ⟨hy.1.trans hzI.1, hzI.2⟩ y ⟨hy.1.le, (hy.2.trans hx.2).le⟩
    exact lt_of_mul_lt_mul_right (by linarith : l * (z - y) < deriv g z * (z - y))
      (sub_nonneg.2 hzI.1.le)
  · -- a chord to the right bounds them from above
    have h1 := (tendsto_order.1 (hs.mono_left (nhdsWithin_mono x
      (show Ioi x ⊆ {x}ᶜ from fun y hy => (mem_Ioi.1 hy).ne')))).2 u hu
    have h2 : ∀ᶠ y in 𝓝[>] x, y ∈ Ioo x b := Ioo_mem_nhdsGT hx.2
    obtain ⟨y, hyu, hy⟩ := (h1.and h2).exists
    rw [slope_def_field] at hyu
    filter_upwards [(tendsto_order.1 (hq y hy.1.ne').tendsto).2 u hyu,
      Ioo_mem_nhds hx.1 hy.1] with z hz hzI
    rw [div_lt_iff₀ (sub_pos.2 hzI.2)] at hz
    have h3 := hS z ⟨hzI.1, hzI.2.trans hy.2⟩ y ⟨(hx.1.trans hy.1).le, hy.2.le⟩
    exact lt_of_mul_lt_mul_right (by linarith : deriv g z * (y - z) < u * (y - z))
      (sub_nonneg.2 hzI.2.le)

/-- If the free energy `f` is differentiable on `(a, b)`, its greatest convex minorant `g` is
differentiable there with continuous derivative, and `g' = f'` wherever `g = f`. -/
theorem smooth_convex_envelope (hg : IsGreatestConvexMinorant f g a b)
    (hf : ∀ x ∈ Ioo a b, DifferentiableAt ℝ f x) :
    (∀ x ∈ Ioo a b, DifferentiableAt ℝ g x) ∧ ContinuousOn (deriv g) (Ioo a b) ∧
      ∀ x ∈ Ioo a b, g x = f x → deriv g x = deriv f x := by
  have hd : ∀ x ∈ Ioo a b, DifferentiableAt ℝ g x := by
    intro x hx
    have hxI := Ioo_subset_Icc_self hx
    have hint : x ∈ interior (Icc a b) := by rwa [interior_Icc]
    have hp := (hg.convex.differentiableWithinAt_Ioi_of_mem_interior hint).hasDerivWithinAt
    have hq := (hg.convex.differentiableWithinAt_Iio_of_mem_interior hint).hasDerivWithinAt
    have hqp := hg.convex.leftDeriv_le_rightDeriv_of_mem_interior hint
    have sp := supports_of_between hg.convex hxI hq hp hqp le_rfl
    have sq := supports_of_between hg.convex hxI hq hp le_rfl hqp
    -- both one-sided derivatives are supporting slopes, hence equal
    have heq : derivWithin g (Iio x) x = derivWithin g (Ioi x) x := by
      rcases (hg.below x hxI).lt_or_eq with h | h
      · exact slope_unique_off_contact hg hxI (hf x hx).continuousAt h sq sp
      · exact (slope_at_contact hg.below hx (hf x hx) h sq).trans
          (slope_at_contact hg.below hx (hf x hx) h sp).symm
    rw [heq] at hq
    have hu := (hasDerivWithinAt_Iio_iff_Iic.1 hq).union (hasDerivWithinAt_Ioi_iff_Ici.1 hp)
    rw [Iic_union_Ici, hasDerivWithinAt_univ] at hu
    exact hu.differentiableAt
  refine ⟨hd, continuousOn_deriv_of_convex hg.convex hd, fun x hx hxc => ?_⟩
  exact slope_at_contact hg.below hx (hf x hx) hxc (supports_of_between hg.convex
    (Ioo_subset_Icc_self hx) (hd x hx).hasDerivAt.hasDerivWithinAt
    (hd x hx).hasDerivAt.hasDerivWithinAt le_rfl le_rfl)

/-- Let `f` be differentiable on `(a, b)`. If its greatest convex minorant touches `f` at two
interior compositions and is a straight line of slope `μ` between them, then `f` has slope `μ`
at both. -/
theorem common_tangent (hg : IsGreatestConvexMinorant f g a b)
    (hf : ∀ x ∈ Ioo a b, DifferentiableAt ℝ f x) {y μ : ℝ} (hx : x ∈ Ioo a b)
    (hy : y ∈ Ioo a b) (hxy : x < y) (hxc : g x = f x) (hyc : g y = f y)
    (hline : ∀ z ∈ Icc x y, g z = g x + μ * (z - x)) :
    deriv f x = μ ∧ deriv f y = μ := by
  obtain ⟨hd, _, hcontact⟩ := smooth_convex_envelope hg hf
  have key : ∀ z ∈ Icc x y, DifferentiableAt ℝ g z → deriv g z = μ := by
    intro z hz hdz
    have h0 : HasDerivAt (fun w => g x + μ * (w - x)) μ z :=
      ((((hasDerivAt_id' z).sub_const x).const_mul μ).const_add (g x)).congr_deriv (mul_one μ)
    have hl : HasDerivWithinAt g μ (Icc x y) z :=
      h0.hasDerivWithinAt.congr hline (hline z hz)
    have hU := uniqueDiffOn_Icc hxy z hz
    exact (hdz.derivWithin hU).symm.trans (hl.derivWithin hU)
  exact ⟨(hcontact x hx hxc).symm.trans (key x (left_mem_Icc.2 hxy.le) (hd x hx)),
    (hcontact y hy hyc).symm.trans (key y (right_mem_Icc.2 hxy.le) (hd y hy))⟩

/-- The greatest convex minorant of `|x|` on `[-1, 1]` is not differentiable at `0`. -/
theorem kink_of_abs (hg : IsGreatestConvexMinorant (fun x => |x|) g (-1) 1) :
    ¬ DifferentiableAt ℝ g 0 := by
  intro h
  have hconv : ConvexOn ℝ (Icc (-1 : ℝ) 1) (fun x : ℝ => |x|) := by
    refine ⟨convex_Icc _ _, fun u _ v _ s t hs ht _ => ?_⟩
    simp only [smul_eq_mul]
    calc |s * u + t * v| ≤ |s * u| + |t * v| := abs_add_le _ _
      _ = s * |u| + t * |v| := by rw [abs_mul, abs_mul, abs_of_nonneg hs, abs_of_nonneg ht]
  refine not_differentiableAt_abs_zero (h.congr_of_eventuallyEq ?_)
  filter_upwards [Icc_mem_nhds (show (-1 : ℝ) < 0 by norm_num) one_pos] with y hy
  exact le_antisymm (hg.greatest _ hconv (fun _ _ => le_rfl) y hy) (hg.below y hy)

end SmoothConvexEnvelope
```

```lean
#print axioms SmoothConvexEnvelope.exists_greatestConvexMinorant
#print axioms SmoothConvexEnvelope.smooth_convex_envelope
#print axioms SmoothConvexEnvelope.common_tangent
#print axioms SmoothConvexEnvelope.kink_of_abs
```

```
'SmoothConvexEnvelope.exists_greatestConvexMinorant' depends on axioms: [propext, Classical.choice, Quot.sound]
'SmoothConvexEnvelope.smooth_convex_envelope' depends on axioms: [propext, Classical.choice, Quot.sound]
'SmoothConvexEnvelope.common_tangent' depends on axioms: [propext, Classical.choice, Quot.sound]
'SmoothConvexEnvelope.kink_of_abs' depends on axioms: [propext, Classical.choice, Quot.sound]
```

### From the hand argument to the proof

- `exists_greatestConvexMinorant` builds the supremum from the set `S y` of values of all minorants at `y`.
- `slope_at_contact` sets the derivative to zero at the local minimum `hmin`.
- `slope_unique_off_contact` proves `q ≤ p` for any two supporting slopes and uses it in both orders. The case split on `dist y x < δ` separates the continuity estimate from the estimate by the two lines.
- `supports_of_between` compares chords with one-sided derivatives. Here `q` is the left derivative and `p` the right one.
- `continuousOn_deriv_of_convex` uses `tendsto_order` to split continuity into a lower bound `l` and an upper bound `u`, one chord for each.
- `smooth_convex_envelope` takes the one-sided derivatives from Mathlib, proves them equal in `heq` by cases on contact, and joins the two half-lines into a full derivative.
- `common_tangent` uses the uniqueness of the derivative within `Icc x y`.
- `kink_of_abs` shows that `g` equals $|x|$ near $0$.

### Mixtures as a definition, and computed hulls

The envelope could also be defined as the lowest free energy of a two-phase mixture, the infimum of $(1-\lambda)f(u)+\lambda f(v)$ over $u,v\in[a,b]$ and $\lambda\in[0,1]$ with $(1-\lambda)u+\lambda v=x$. This puts the lever rule into the definition. Maximality would then follow at once from convexity of the competitors, but convexity of $g$ itself would need an argument.

In electronic-structure work the theorem applies to a differentiable free energy of one composition variable, such as a fitted solution model, and not to a hull over discrete compound energies, where the slope jumps at each corner.
